# Exchange screened by the arithmetic mean of local inverse dielectric constants need not be negative semidefinite

On a finite grid, the exchange matrix here has entries −γᵢⱼvᵢⱼ(1/εᵢ + 1/εⱼ)/2, where γ plays the density matrix, v the interaction and ε the local dielectric constant. The theorem gives a counterexample to negative semidefiniteness on two points: with ε = (1, 4) and both γ and v equal to the matrix of ones, which is positive semidefinite, the unnormalised vector (−5, 8) gives the quadratic form the value 9, or 9/89 after normalisation. The matrix of ones serves only as a positive semidefinite example, and its eigenvalue 2 exceeds the usual bound of 1 on spin-orbital occupations. The proof writes the matrix of ones as AᴴA to show that it is positive semidefinite, then expands the finite sums and leaves the value 9 to arithmetic.

An attempt in Lean 4 with a fault in it:

```lean
import Mathlib

open Matrix
open scoped ComplexOrder MatrixOrder

namespace ArithmeticExchangeNotNegSemidef

noncomputable section

variable {n m : Type*} [Fintype n] [Fintype m]

/-- Exchange with the arithmetic mean of the local fractions `1/ε i` and `1/ε j`,
for dielectric constants `ε i > 0`. -/
def arithmeticExchange (γ v : Matrix n n ℂ) (ε : n → ℝ) : Matrix n n ℂ :=
  Matrix.of fun i j => -(γ i j * v i j) * (((1 / ε i + 1 / ε j) / 2 : ℝ) : ℂ)

/-- With the arithmetic mean, negative semidefiniteness fails: on two grid points with
`ε = (1, 4)` and `γ = v` the positive semidefinite matrix of ones, the vector `(-5, 8)` has
expectation value `9`. -/
theorem arithmeticExchange_not_negSemidef :
    (!![1, 1; 1, 1] : Matrix (Fin 2) (Fin 2) ℂ).PosSemidef ∧
    star ![(-5 : ℂ), 8] ⬝ᵥ
      (arithmeticExchange !![1, 1; 1, 1] !![1, 1; 1, 1] ![1, 4] *ᵥ ![(-5 : ℂ), 8]) = 9 := by
  constructor
  · have h : (!![1, 1; 1, 1] : Matrix (Fin 2) (Fin 2) ℂ) =
        (!![1, 1; 0, 0] : Matrix (Fin 2) (Fin 2) ℂ)ᴴ * !![1, 1; 0, 0] := by
      ext i j
      fin_cases i <;> fin_cases j <;> simp [Matrix.mul_apply, Fin.sum_univ_succ]
    rw [h]
    exact Matrix.posSemidef_conjTranspose_mul_self _
  · simp [arithmeticExchange, dotProduct, Matrix.mulVec, Fin.sum_univ_two]
    norm_num

end

end ArithmeticExchangeNotNegSemidef
```

The error:

```
Main.lean:31:2: error: unsolved goals
case right
⊢ (starRingEnd ℂ) 8 * (9 / 8) = 9
```

The one error is in the second half, the computation of the value 9. Lean reports an unsolved goal, `(starRingEnd ℂ) 8 * (9 / 8) = 9`. Here `starRingEnd ℂ` is complex conjugation, which comes from the `star` on the left-hand vector. The goal is true, since 8 is real and equals its own conjugate, but `simp` and `norm_num` left that conjugate unevaluated, and so the product could not be reduced to 9. The messages don't show why no simplification rule removed it.

The repair proves the missing fact separately. `h8` says that conjugation fixes 8, and it follows from `map_ofNat`, because a ring homomorphism preserves numerals. The expansion by `simp` is unchanged, and the `norm_num` after it again does the arithmetic it can. Then `rw [h8]` replaces the conjugate by 8, and the last `norm_num` checks that 8 · (9/8) = 9.

The change, after which it compiles:

```diff
@@ -29,5 +29,8 @@
     rw [h]
     exact Matrix.posSemidef_conjTranspose_mul_self _
-  · simp [arithmeticExchange, dotProduct, Matrix.mulVec, Fin.sum_univ_two]
+  · have h8 : (starRingEnd ℂ) 8 = 8 := map_ofNat (starRingEnd ℂ) 8
+    simp [arithmeticExchange, dotProduct, Matrix.mulVec, Fin.sum_univ_two]
+    norm_num
+    rw [h8]
     norm_num
 
```
